# The N-fermion antisymmetriser is a Hermitian projection in a finite one-particle basis

A matrix element between two Slater determinants starts out with two sums over $N!$ permutations, one from each determinant. If the operator between them treats all particles alike, a Hermitian and idempotent antisymmetriser $A$ can be moved from one side to the other and merged with its twin, which leaves a single sum over $N!$ permutations. I know the claim as

$$A=\frac1{N!}\sum_\sigma \operatorname{sign}(\sigma)\,U_\sigma,\qquad A^\dagger=A,\quad A^2=A,\quad U_\tau A=\operatorname{sign}(\tau)A,$$

where $U_\sigma$ permutes the particles. Can this be made rigorous, with the order of the permutations pinned down, and checked by machine?

## Yes: each identity comes from relabelling a finite sum

Let a configuration $x$ assign a one-particle label $x_i$ to each particle $i$, and set $(U_\sigma\psi)(x)=\psi(x\circ\sigma)$. Then $U_\tau U_\sigma=U_{\tau\sigma}$. With $\rho=\tau\sigma$, we have $\operatorname{sign}(\sigma)=\operatorname{sign}(\tau)\operatorname{sign}(\rho)$, so

$$U_\tau A=\frac1{N!}\sum_\sigma\operatorname{sign}(\sigma)U_{\tau\sigma}
=\operatorname{sign}(\tau)\frac1{N!}\sum_\rho\operatorname{sign}(\rho)U_\rho=\operatorname{sign}(\tau)A.$$

Setting $\rho=\sigma\tau$ instead gives $AU_\tau=\operatorname{sign}(\tau)A$. Idempotence follows, because all $N!$ terms are now equal:

$$A^2=\frac1{N!}\sum_\sigma\operatorname{sign}(\sigma)U_\sigma A=\frac1{N!}\sum_\sigma\operatorname{sign}(\sigma)^2A=A.$$

For Hermiticity, substitute $y=x\circ\sigma$ in the inner product:

$$\langle\varphi,U_\sigma\psi\rangle=\sum_x\overline{\varphi(x)}\,\psi(x\circ\sigma)=\sum_y\overline{\varphi(y\circ\sigma^{-1})}\,\psi(y)=\langle U_{\sigma^{-1}}\varphi,\psi\rangle.$$

Multiply by $\operatorname{sign}(\sigma)/N!$, which is real, and sum. Since $\sigma$ and $\sigma^{-1}$ have the same sign, replacing one by the other gives $\langle\varphi,A\psi\rangle=\langle A\varphi,\psi\rangle$.

If $x_i=x_j$ for $i\ne j$, exchanging $i$ and $j$ leaves $x$ alone but flips the sign, so $(A\psi)(x)=-(A\psi)(x)=0$. This is the Pauli principle. With fewer labels than particles, every configuration repeats a label and $A=0$. Otherwise choose $x$ with distinct labels and let $\delta_x$ be 1 at $x$ and 0 elsewhere. Only the identity permutation contributes to $(A\delta_x)(x)=1/N!$, so $A\neq0$.

## Configurations, operators and the inner product in Lean

`Wavefunction N ι` is the space of complex functions on `Fin N → ι`. Physically, `ι` labels an orthonormal one-particle basis; for electrons, a label must include spin. `permOp σ` is $U_\sigma$, `sgn σ` is the sign as a complex number, and `*` between operators is composition. `braket` is conjugate-linear in its first argument, and no normalisation of wavefunctions is assumed.

`antisymmetriser_projection` states Hermiticity, idempotence and the left sign rule together; `antisymmetriser_mul_permOp` gives the right one. `[Fintype ι]` makes the label set finite wherever the inner product or the number of labels appears. The Hilbert space of square-integrable functions of continuous coordinates, where the inner product is an integral, is not covered, and no Hamiltonian enters.

```lean
import Mathlib

open Finset

namespace FermionAntisymmetriser

noncomputable section

variable {N : ℕ} {ι : Type*}

/-- Wavefunctions of `N` particles: complex functions of the configuration, which assigns
a one-particle label in `ι` to each particle. -/
abbrev Wavefunction (N : ℕ) (ι : Type*) := (Fin N → ι) → ℂ

/-- The operator `U_σ` that permutes the particles: `(U_σ ψ)(x) = ψ(x ∘ σ)`. -/
def permOp (σ : Equiv.Perm (Fin N)) : Wavefunction N ι →ₗ[ℂ] Wavefunction N ι where
  toFun ψ := fun x => ψ (x ∘ σ)
  map_add' _ _ := rfl
  map_smul' _ _ := rfl

/-- The sign of a permutation as a complex number. -/
def sgn (σ : Equiv.Perm (Fin N)) : ℂ := ((Equiv.Perm.sign σ : ℤ) : ℂ)

/-- The antisymmetriser `(1/N!) ∑_σ sign(σ) U_σ`. -/
def antisymmetriser (N : ℕ) (ι : Type*) : Wavefunction N ι →ₗ[ℂ] Wavefunction N ι :=
  (N.factorial : ℂ)⁻¹ • ∑ σ : Equiv.Perm (Fin N), sgn σ • permOp σ

/-- The inner product of two wavefunctions, summed over all configurations. -/
def braket [Fintype ι] (φ ψ : Wavefunction N ι) : ℂ := ∑ x, star (φ x) * ψ x

private lemma sgn_mul (σ τ : Equiv.Perm (Fin N)) : sgn (σ * τ) = sgn σ * sgn τ := by
  simp [sgn]

private lemma sgn_mul_self (σ : Equiv.Perm (Fin N)) : sgn σ * sgn σ = 1 := by
  rcases Int.units_eq_one_or (Equiv.Perm.sign σ) with h | h <;> simp [sgn, h]

private lemma sgn_inv (σ : Equiv.Perm (Fin N)) : sgn σ⁻¹ = sgn σ := by
  simp [sgn]

private lemma star_sgn (σ : Equiv.Perm (Fin N)) : star (sgn σ) = sgn σ := by
  simp [sgn]

private lemma factorial_ne : (N.factorial : ℂ) ≠ 0 :=
  Nat.cast_ne_zero.mpr (Nat.factorial_ne_zero N)

private lemma antisymmetriser_apply (ψ : Wavefunction N ι) (x : Fin N → ι) :
    antisymmetriser N ι ψ x =
      (N.factorial : ℂ)⁻¹ * ∑ σ : Equiv.Perm (Fin N), sgn σ * ψ (x ∘ σ) := by
  simp [antisymmetriser, permOp, LinearMap.sum_apply, Finset.sum_apply]

/-- The adjoint of a particle permutation is the inverse permutation. -/
theorem permOp_adjoint [Fintype ι] (σ : Equiv.Perm (Fin N)) (φ ψ : Wavefunction N ι) :
    braket φ (permOp σ ψ) = braket (permOp σ⁻¹ φ) ψ := by
  -- relabel the configurations by `x ↦ x ∘ σ`
  refine Fintype.sum_equiv (Equiv.arrowCongr σ.symm (Equiv.refl ι)) _ _ fun x => ?_
  have hx : (x ∘ σ) ∘ (σ⁻¹ : Equiv.Perm (Fin N)) = x := by
    funext i
    simp
  change star (φ x) * ψ (x ∘ σ) =
    star (φ ((x ∘ σ) ∘ (σ⁻¹ : Equiv.Perm (Fin N)))) * ψ (x ∘ σ)
  rw [hx]

/-- Permuting the particles after antisymmetrising only multiplies by the sign. -/
theorem permOp_mul_antisymmetriser (τ : Equiv.Perm (Fin N)) :
    permOp τ * antisymmetriser N ι = sgn τ • antisymmetriser N ι := by
  refine LinearMap.ext fun ψ => funext fun x => ?_
  change antisymmetriser N ι ψ (x ∘ τ) = sgn τ * antisymmetriser N ι ψ x
  -- reindex the group sum by `σ ↦ τ σ`
  have key : ∑ σ : Equiv.Perm (Fin N), sgn σ * ψ ((x ∘ τ) ∘ σ) =
      sgn τ * ∑ σ : Equiv.Perm (Fin N), sgn σ * ψ (x ∘ σ) := by
    rw [Finset.mul_sum]
    refine Fintype.sum_equiv (Equiv.mulLeft τ) _ _ fun σ => ?_
    change _ = sgn τ * (sgn (τ * σ) * ψ ((x ∘ τ) ∘ σ))
    rw [sgn_mul]
    linear_combination (-(sgn σ * ψ ((x ∘ τ) ∘ σ))) * sgn_mul_self τ
  rw [antisymmetriser_apply, antisymmetriser_apply, key]
  ring

/-- Permuting the particles before antisymmetrising only multiplies by the sign. -/
theorem antisymmetriser_mul_permOp (τ : Equiv.Perm (Fin N)) :
    antisymmetriser N ι * permOp τ = sgn τ • antisymmetriser N ι := by
  refine LinearMap.ext fun ψ => funext fun x => ?_
  change antisymmetriser N ι (permOp τ ψ) x = sgn τ * antisymmetriser N ι ψ x
  -- reindex the group sum by `σ ↦ σ τ`
  have key : ∑ σ : Equiv.Perm (Fin N), sgn σ * permOp τ ψ (x ∘ σ) =
      sgn τ * ∑ σ : Equiv.Perm (Fin N), sgn σ * ψ (x ∘ σ) := by
    rw [Finset.mul_sum]
    refine Fintype.sum_equiv (Equiv.mulRight τ) _ _ fun σ => ?_
    change sgn σ * ψ ((x ∘ σ) ∘ τ) = sgn τ * (sgn (σ * τ) * ψ ((x ∘ σ) ∘ τ))
    rw [sgn_mul]
    linear_combination (-(sgn σ * ψ ((x ∘ σ) ∘ τ))) * sgn_mul_self τ
  rw [antisymmetriser_apply, antisymmetriser_apply, key]
  ring

/-- A wavefunction is left unchanged by the antisymmetriser exactly when every particle
permutation multiplies it by its sign. -/
theorem antisymmetriser_fixed_iff (ψ : Wavefunction N ι) :
    antisymmetriser N ι ψ = ψ ↔ ∀ τ : Equiv.Perm (Fin N), permOp τ ψ = sgn τ • ψ := by
  constructor
  · intro h τ
    have h' := LinearMap.congr_fun (permOp_mul_antisymmetriser (ι := ι) τ) ψ
    change permOp τ (antisymmetriser N ι ψ) = sgn τ • antisymmetriser N ι ψ at h'
    rwa [h] at h'
  · intro hψ
    funext x
    -- all `N!` terms of the average are equal to `ψ x`
    have hterm : ∀ σ : Equiv.Perm (Fin N), sgn σ * ψ (x ∘ σ) = ψ x := by
      intro σ
      have h := congrFun (hψ σ) x
      change ψ (x ∘ σ) = sgn σ * ψ x at h
      rw [h, ← mul_assoc, sgn_mul_self, one_mul]
    rw [antisymmetriser_apply, Finset.sum_congr rfl (fun σ _ => hterm σ), Finset.sum_const,
      Finset.card_univ, Fintype.card_perm, Fintype.card_fin, nsmul_eq_mul,
      inv_mul_cancel_left₀ factorial_ne]

/-- The antisymmetriser is Hermitian for the inner product of wavefunctions. -/
theorem antisymmetriser_hermitian [Fintype ι] (φ ψ : Wavefunction N ι) :
    braket φ (antisymmetriser N ι ψ) = braket (antisymmetriser N ι φ) ψ := by
  have hR : braket φ (antisymmetriser N ι ψ) = (N.factorial : ℂ)⁻¹ *
      ∑ σ : Equiv.Perm (Fin N), sgn σ * braket φ (permOp σ ψ) := by
    simp only [braket, antisymmetriser_apply, Finset.mul_sum]
    refine Finset.sum_comm.trans ?_
    refine Finset.sum_congr rfl fun σ _ => Finset.sum_congr rfl fun x _ => ?_
    change _ = (N.factorial : ℂ)⁻¹ * (sgn σ * (star (φ x) * ψ (x ∘ σ)))
    ring
  have hL : braket (antisymmetriser N ι φ) ψ = (N.factorial : ℂ)⁻¹ *
      ∑ σ : Equiv.Perm (Fin N), sgn σ * braket (permOp σ φ) ψ := by
    simp only [braket, antisymmetriser_apply, Finset.mul_sum, star_sum, Finset.sum_mul,
      star_mul', star_inv₀, star_natCast, star_sgn]
    refine Finset.sum_comm.trans ?_
    refine Finset.sum_congr rfl fun σ _ => Finset.sum_congr rfl fun x _ => ?_
    change _ = (N.factorial : ℂ)⁻¹ * (sgn σ * (star (φ (x ∘ σ)) * ψ x))
    ring
  rw [hR, hL]
  congr 1
  -- a permutation and its inverse have the same sign
  refine Fintype.sum_equiv (Equiv.inv (Equiv.Perm (Fin N))) _ _ fun σ => ?_
  change _ = sgn σ⁻¹ * braket (permOp σ⁻¹ φ) ψ
  rw [sgn_inv, permOp_adjoint]

/-- The antisymmetriser is Hermitian and idempotent, and following it by any particle
permutation multiplies it by the sign of that permutation. -/
theorem antisymmetriser_projection [Fintype ι] :
    (∀ φ ψ : Wavefunction N ι,
      braket φ (antisymmetriser N ι ψ) = braket (antisymmetriser N ι φ) ψ) ∧
    antisymmetriser N ι * antisymmetriser N ι = antisymmetriser N ι ∧
    ∀ τ : Equiv.Perm (Fin N),
      permOp τ * antisymmetriser N ι = sgn τ • antisymmetriser N ι := by
  refine ⟨antisymmetriser_hermitian, ?_, permOp_mul_antisymmetriser⟩
  refine LinearMap.ext fun ψ => ?_
  exact (antisymmetriser_fixed_iff (antisymmetriser N ι ψ)).2
    fun τ => LinearMap.congr_fun (permOp_mul_antisymmetriser τ) ψ

/-- Pauli principle: an antisymmetrised wavefunction vanishes on every configuration in which
two different particles have the same one-particle label. -/
theorem pauli_principle (ψ : Wavefunction N ι) (x : Fin N → ι) {i j : Fin N}
    (hij : i ≠ j) (h : x i = x j) : antisymmetriser N ι ψ x = 0 := by
  -- exchanging the two particles does not change the configuration
  have hx : x ∘ (Equiv.swap i j) = x := by
    funext k
    simp only [Function.comp, Equiv.swap_apply_def]
    split_ifs with h1 h2
    · rw [h1, h]
    · rw [h2, h]
    · rfl
  have hs : sgn (Equiv.swap i j) = -1 := by
    simp [sgn, Equiv.Perm.sign_swap hij]
  have h' := congrFun (LinearMap.congr_fun
    (permOp_mul_antisymmetriser (ι := ι) (Equiv.swap i j)) ψ) x
  change antisymmetriser N ι ψ (x ∘ (Equiv.swap i j)) =
    sgn (Equiv.swap i j) * antisymmetriser N ι ψ x at h'
  rw [hx, hs] at h'
  linear_combination (1 / 2 : ℂ) * h'

/-- The antisymmetriser is zero exactly when there are fewer one-particle labels than
particles. -/
theorem antisymmetriser_eq_zero_iff [Fintype ι] :
    antisymmetriser N ι = 0 ↔ Fintype.card ι < N := by
  classical
  constructor
  · intro h
    by_contra hcard
    have hle : Fintype.card (Fin N) ≤ Fintype.card ι := by
      rw [Fintype.card_fin]
      exact not_lt.mp hcard
    obtain ⟨⟨x, hx⟩⟩ := Function.Embedding.nonempty_of_card_le hle
    -- for distinct labels only the identity permutation fixes the configuration
    have key : ∑ σ : Equiv.Perm (Fin N), sgn σ * (if x ∘ σ = x then (1 : ℂ) else 0) = 1 := by
      rw [Finset.sum_eq_single 1]
      · simp [sgn]
      · intro σ _ hσ
        have hne : x ∘ σ ≠ x := fun he => hσ (Equiv.ext fun i => hx (congrFun he i))
        rw [if_neg hne, mul_zero]
      · intro hn
        exact absurd (Finset.mem_univ _) hn
    have h0 : (N.factorial : ℂ)⁻¹ *
        ∑ σ : Equiv.Perm (Fin N), sgn σ * (if x ∘ σ = x then (1 : ℂ) else 0) = 0 :=
      (antisymmetriser_apply (fun y => if y = x then (1 : ℂ) else 0) x).symm.trans
        (by rw [h]; rfl)
    rw [key, mul_one] at h0
    exact inv_ne_zero factorial_ne h0
  · intro h
    refine LinearMap.ext fun ψ => funext fun x => ?_
    obtain ⟨i, j, hij, hxij⟩ :=
      Fintype.exists_ne_map_eq_of_card_lt x (by rw [Fintype.card_fin]; exact h)
    exact pauli_principle ψ x hij hxij

end

end FermionAntisymmetriser
```

```lean
#print axioms FermionAntisymmetriser.antisymmetriser_mul_permOp
-- 'FermionAntisymmetriser.antisymmetriser_mul_permOp' depends on axioms: [propext, Classical.choice, Quot.sound]
#print axioms FermionAntisymmetriser.antisymmetriser_projection
-- 'FermionAntisymmetriser.antisymmetriser_projection' depends on axioms: [propext, Classical.choice, Quot.sound]
#print axioms FermionAntisymmetriser.antisymmetriser_eq_zero_iff
-- 'FermionAntisymmetriser.antisymmetriser_eq_zero_iff' depends on axioms: [propext, Classical.choice, Quot.sound]
```

## How the proof follows the relabelling

In `permOp_mul_antisymmetriser` and `antisymmetriser_mul_permOp`, `Fintype.sum_equiv` performs the substitutions $\rho=\tau\sigma$ and $\rho=\sigma\tau$, through `Equiv.mulLeft` and `Equiv.mulRight`. The `linear_combination` step then uses $\operatorname{sign}(\tau)^2=1$.

`antisymmetriser_fixed_iff` shows that $A\psi=\psi$ exactly when $U_\tau\psi=\operatorname{sign}(\tau)\psi$ for every $\tau$. The left sign rule says that $A\psi$ has this property, which yields idempotence.

`permOp_adjoint` is the change of variable $y=x\circ\sigma$. In `antisymmetriser_hermitian`, `hR` and `hL` pull the permutation sum out of each side of the inner product, and a reindexing by $\sigma\mapsto\sigma^{-1}$ matches them.

`pauli_principle` applies the left sign rule to `Equiv.swap i j`. `antisymmetriser_eq_zero_iff` combines it with the pigeonhole principle in one direction and evaluates $A\delta_x$ in the other.

## Collapsing the double sum in a determinant matrix element

Let $\Phi$ and $\Phi'$ be products of $N$ distinct spin orbitals each, all drawn from one common orthonormal set and expanded in the finite basis. The normalised determinants are $\sqrt{N!}\,A\Phi$ and $\sqrt{N!}\,A\Phi'$. If $H$ commutes with every $U_\sigma$, it commutes with $A$, and the projection property gives

$$N!\,\langle A\Phi,HA\Phi'\rangle=N!\,\langle\Phi,HA\Phi'\rangle=\sum_\sigma\operatorname{sign}(\sigma)\langle\Phi,HU_\sigma\Phi'\rangle.$$

One sum remains. For one- and two-body operators, orbital orthogonality removes every term in which $\Phi$ and $U_\sigma\Phi'$ assign different orbitals to more than two particles, leading to the Slater–Condon rules used in configuration-interaction codes; this application is ordinary algebra built on the theorem and is not proved in the Lean code above.
